# A unit spinor with βv = v has negative-energy weight (E − m)/(2E) < 1/2 under the free Dirac Hamiltonian with m > 0

Units are $\hbar=c=1$. The momentum $p=(p_0,p_1,p_2)$ is real and fixed, so the free Dirac Hamiltonian is a $4\times4$ matrix and a spinor is a column $v=(v_0,v_1,v_2,v_3)$ of complex numbers. Indices start at zero, as in Lean, where $p$ has type `Fin 3 → ℝ` and $v$ has type `Fin 4 → ℂ`.

```lean
import Mathlib

open Matrix

namespace DiracNegativeEnergyAdmixture

noncomputable section
```

The matrices $\alpha_1,\alpha_2,\alpha_3$ multiply $p_0,p_1,p_2$ respectively. In the Dirac representation each $\alpha_k$ has the Pauli matrix $\sigma_k$ in both off-diagonal $2\times2$ blocks.

```lean
/-- The Dirac matrix `α₁` in the Dirac representation. -/
def alpha1 : Matrix (Fin 4) (Fin 4) ℂ :=
  !![0, 0, 0, 1; 0, 0, 1, 0; 0, 1, 0, 0; 1, 0, 0, 0]

/-- The Dirac matrix `α₂` in the Dirac representation. -/
def alpha2 : Matrix (Fin 4) (Fin 4) ℂ :=
  !![0, 0, 0, -Complex.I; 0, 0, Complex.I, 0; 0, -Complex.I, 0, 0; Complex.I, 0, 0, 0]

/-- The Dirac matrix `α₃` in the Dirac representation. -/
def alpha3 : Matrix (Fin 4) (Fin 4) ℂ :=
  !![0, 0, 1, 0; 0, 0, 0, -1; 1, 0, 0, 0; 0, -1, 0, 0]
```

The matrix $\beta$ is diagonal, with $+1$ on the upper two components and $-1$ on the lower two.

```lean
/-- The Dirac matrix `β` in the Dirac representation. -/
def beta : Matrix (Fin 4) (Fin 4) ℂ :=
  !![1, 0, 0, 0; 0, 1, 0, 0; 0, 0, -1, 0; 0, 0, 0, -1]
```

The Hamiltonian is $H=\alpha\cdot p+\beta m$, and the energy is $E=\sqrt{p\cdot p+m^2}$ with $p\cdot p=p_0^2+p_1^2+p_2^2$.

```lean
/-- The free Dirac Hamiltonian `H = α·p + β m` at momentum `p`. -/
def hamiltonian (p : Fin 3 → ℝ) (m : ℝ) : Matrix (Fin 4) (Fin 4) ℂ :=
  (p 0 : ℂ) • alpha1 + (p 1 : ℂ) • alpha2 + (p 2 : ℂ) • alpha3 + (m : ℂ) • beta

/-- The relativistic energy `E = √(p·p + m²)`. -/
def energy (p : Fin 3 → ℝ) (m : ℝ) : ℝ :=
  √(p 0 ^ 2 + p 1 ^ 2 + p 2 ^ 2 + m ^ 2)
```

The squared norm of a spinor is $\|v\|^2=\sum_i|v_i|^2$, called `weight` in the code. It is written out because Mathlib's `‖v‖` on `Fin 4 → ℂ` is the largest modulus among the components. Stating the result with that norm would make it false: for $v=(1,0,0,0)$ and $p=(0,0,q)$ with $q\neq0$, the square of the largest component of the negative-energy part is $q^2/(4E^2)$, which is smaller than $(E-m)/(2E)$.

```lean
/-- The squared norm of a four-component spinor. -/
def weight (v : Fin 4 → ℂ) : ℝ := ∑ i, Complex.normSq (v i)
```

The negative-energy part of $v$ is $v_-=(E-H)v/(2E)$. Part (d) justifies the name.

```lean
/-- The negative-energy part `(E - H) v / (2E)` of a spinor `v`. -/
def negPart (p : Fin 3 → ℝ) (m : ℝ) (v : Fin 4 → ℂ) : Fin 4 → ℂ :=
  ((1 / (2 * energy p m) : ℝ) : ℂ) • ((energy p m : ℂ) • v - hamiltonian p m *ᵥ v)
```

A two-component spinor placed in the upper components, with empty lower components, satisfies $\beta v=v$. For a single free particle at fixed momentum, the results below say how much negative-energy character such a spinor carries; they do not treat a potential or interacting electrons.

## (a) The square of the energy

Show that $E^2=p\cdot p+m^2$ for every real $m$.

The quantity under the root is a sum of real squares, hence nonnegative, and squaring the root returns it. `Real.sq_sqrt` is this fact, and `positivity` supplies the sign.

```lean
lemma energy_sq (p : Fin 3 → ℝ) (m : ℝ) :
    energy p m ^ 2 = p 0 ^ 2 + p 1 ^ 2 + p 2 ^ 2 + m ^ 2 :=
  Real.sq_sqrt (by positivity)
```

## (b) The energy is at least the mass

Show that $m\le E$ when $m>0$.

Since $m$ is positive, $m\le E$ is equivalent to $m^2\le p\cdot p+m^2$, which holds because $p\cdot p\ge0$. In particular $E>0$, so later divisions by $E$ are legitimate.

```lean
lemma mass_le_energy (p : Fin 3 → ℝ) {m : ℝ} (hm : 0 < m) : m ≤ energy p m :=
  (Real.le_sqrt' hm).2 (by nlinarith [sq_nonneg (p 0), sq_nonneg (p 1), sq_nonneg (p 2)])
```

## (c) The Hamiltonian as one matrix

Write out the sixteen entries of $H$.

Adding the four terms gives
$$H=\begin{pmatrix} m & \sigma\cdot p\\ \sigma\cdot p & -m\end{pmatrix},\qquad \sigma\cdot p=\begin{pmatrix}p_2 & p_0-ip_1\\ p_0+ip_1 & -p_2\end{pmatrix}.$$
The proof compares the two sides entry by entry.

```lean
lemma hamiltonian_eq (p : Fin 3 → ℝ) (m : ℝ) : hamiltonian p m =
    !![(m : ℂ), 0, (p 2 : ℂ), p 0 - Complex.I * p 1;
       0, (m : ℂ), p 0 + Complex.I * p 1, -(p 2 : ℂ);
       (p 2 : ℂ), p 0 - Complex.I * p 1, -(m : ℂ), 0;
       p 0 + Complex.I * p 1, -(p 2 : ℂ), 0, -(m : ℂ)] := by
  ext i j
  fin_cases i <;> fin_cases j <;>
    simp [hamiltonian, alpha1, alpha2, alpha3, beta] <;> ring
```

## (d) Splitting a spinor by the sign of the energy

For $m>0$ and any $v$, show that $Hv_-=-Ev_-$ and $H(v-v_-)=E(v-v_-)$.

Multiplying out gives $(\sigma\cdot p)^2=p\cdot p$. In $H^2$ the off-diagonal blocks are $m\,\sigma\cdot p-m\,\sigma\cdot p=0$, and both diagonal blocks are $m^2+p\cdot p$, so $H^2=E^2$. Therefore
$$H(E-H)v=EHv-E^2v=-E(E-H)v,$$
and division by $2E$ gives the first equation. For the second, the definition of $v_-$ says $Hv=Ev-2Ev_-$, so
$$H(v-v_-)=Hv+Ev_-=Ev-Ev_-=E(v-v_-).$$

In the proof, `hH` is $H^2=E^2$, checked on all entries, `hneg` is the first equation, and `hn` is the relation $2Ev_-=Ev-Hv$ used for the second. Either part may be the zero vector. Since $H$ is Hermitian, the two parts are also orthogonal, which lets one read $\|v_-\|^2$ for a unit spinor as the probability of finding energy $-E$; the code contains no theorem about that orthogonality.

```lean
/-- For `m > 0` the Hamiltonian multiplies the negative-energy part of any spinor by `-E`
and the remainder by `+E`. -/
theorem energy_splitting (p : Fin 3 → ℝ) {m : ℝ} (hm : 0 < m) (v : Fin 4 → ℂ) :
    hamiltonian p m *ᵥ negPart p m v = (-(energy p m : ℂ)) • negPart p m v ∧
    hamiltonian p m *ᵥ (v - negPart p m v) = (energy p m : ℂ) • (v - negPart p m v) := by
  have hE : (energy p m : ℂ) ≠ 0 :=
    Complex.ofReal_ne_zero.2 (lt_of_lt_of_le hm (mass_le_energy p hm)).ne'
  have hs : (energy p m : ℂ) ^ 2 = (p 0 : ℂ) ^ 2 + (p 1 : ℂ) ^ 2 + (p 2 : ℂ) ^ 2 + (m : ℂ) ^ 2 := by
    exact_mod_cast energy_sq p m
  -- the Hamiltonian squares to the squared energy
  have hH : hamiltonian p m * hamiltonian p m = ((energy p m : ℂ) ^ 2) • 1 := by
    rw [hs, hamiltonian_eq]
    ext i j
    fin_cases i <;> fin_cases j <;> simp [Matrix.mul_apply, Fin.sum_univ_four] <;>
      first
        | ring1
        | linear_combination (-(p 1 : ℂ) ^ 2) * Complex.I_sq
  have hv : hamiltonian p m *ᵥ (hamiltonian p m *ᵥ v) = ((energy p m : ℂ) ^ 2) • v := by
    rw [Matrix.mulVec_mulVec, hH, Matrix.smul_mulVec, Matrix.one_mulVec]
  have hneg : hamiltonian p m *ᵥ negPart p m v = (-(energy p m : ℂ)) • negPart p m v := by
    unfold negPart
    rw [Matrix.mulVec_smul, Matrix.mulVec_sub, Matrix.mulVec_smul, hv]
    module
  have hn : (2 * (energy p m : ℂ)) • negPart p m v
      = (energy p m : ℂ) • v - hamiltonian p m *ᵥ v := by
    have hc : (2 * (energy p m : ℂ)) * ((1 / (2 * energy p m) : ℝ) : ℂ) = 1 := by
      push_cast
      field_simp
    rw [negPart, smul_smul, hc, one_smul]
  refine ⟨hneg, ?_⟩
  rw [Matrix.mulVec_sub, hneg]
  linear_combination (norm := module) hn
```

## (e) What βv = v says about the components

Show that $\beta v=v$ forces $v_2=v_3=0$.

The lower components of $\beta v$ are $-v_2$ and $-v_3$. Equating them with $v_2$ and $v_3$ gives $2v_2=2v_3=0$. The hypotheses `e2` and `e3` record these two equations.

```lean
/-- A spinor with `β v = v` has vanishing lower components. -/
theorem lower_components_zero {v : Fin 4 → ℂ} (h : beta *ᵥ v = v) : v 2 = 0 ∧ v 3 = 0 := by
  have e2 : (beta *ᵥ v) 2 = -v 2 := by
    simp [beta, Matrix.mulVec, dotProduct, Fin.sum_univ_four]
  have e3 : (beta *ᵥ v) 3 = -v 3 := by
    simp [beta, Matrix.mulVec, dotProduct, Fin.sum_univ_four]
  rw [h] at e2 e3
  exact ⟨by linear_combination (1 / 2) * e2, by linear_combination (1 / 2) * e3⟩
```

## (f) The squared norm of (E − H)v

For $\beta v=v$, show that $\|(E-H)v\|^2=2E(E-m)\|v\|^2$.

With $v_2=v_3=0$ and $z=p_0+ip_1$, the components of $(E-H)v$ are
$$(E-m)v_0,\quad (E-m)v_1,\quad -(p_2v_0+\bar z v_1),\quad -(zv_0-p_2v_1).$$
The squared moduli of the last two are
$$p_2^2|v_0|^2+|z|^2|v_1|^2+2p_2\,\mathrm{Re}(zv_0\bar v_1),$$
$$|z|^2|v_0|^2+p_2^2|v_1|^2-2p_2\,\mathrm{Re}(zv_0\bar v_1).$$
The cross terms cancel, and the sum is $(p\cdot p)\|v\|^2$ because $|z|^2+p_2^2=p\cdot p$. Including the upper components, the total factor is
$$(E-m)^2+p\cdot p=E^2-2Em+m^2+(E^2-m^2)=2E(E-m).$$

The facts `c0` to `c3` are the four components. The code then expands everything into real and imaginary parts, and the closing `linear_combination` inserts part (a). No sign condition on $m$ is needed here.

```lean
/-- If `β v = v`, the squared norm of `(E - H) v` is `2E(E - m)` times that of `v`. -/
theorem weight_energy_sub (p : Fin 3 → ℝ) (m : ℝ) {v : Fin 4 → ℂ} (h : beta *ᵥ v = v) :
    weight ((energy p m : ℂ) • v - hamiltonian p m *ᵥ v)
      = 2 * energy p m * (energy p m - m) * weight v := by
  obtain ⟨h2, h3⟩ := lower_components_zero h
  -- the four components of `(E - H) v`
  have c0 : ((energy p m : ℂ) • v - hamiltonian p m *ᵥ v) 0 = (energy p m - m) * v 0 := by
    rw [hamiltonian_eq]
    simp [dotProduct, Fin.sum_univ_four, h2, h3]
    ring
  have c1 : ((energy p m : ℂ) • v - hamiltonian p m *ᵥ v) 1 = (energy p m - m) * v 1 := by
    rw [hamiltonian_eq]
    simp [dotProduct, Fin.sum_univ_four, h2, h3]
    ring
  have c2 : ((energy p m : ℂ) • v - hamiltonian p m *ᵥ v) 2
      = -(p 2 * v 0 + (p 0 - Complex.I * p 1) * v 1) := by
    rw [hamiltonian_eq]
    simp [dotProduct, Fin.sum_univ_four, h2, h3]
  have c3 : ((energy p m : ℂ) • v - hamiltonian p m *ᵥ v) 3
      = -((p 0 + Complex.I * p 1) * v 0 - p 2 * v 1) := by
    rw [hamiltonian_eq]
    simp [dotProduct, Fin.sum_univ_four, h2, h3]
    ring
  unfold weight
  rw [Fin.sum_univ_four, Fin.sum_univ_four, c0, c1, c2, c3, h2, h3]
  simp only [Complex.normSq_apply, Complex.add_re, Complex.add_im, Complex.sub_re,
    Complex.sub_im, Complex.neg_re, Complex.neg_im, Complex.mul_re, Complex.mul_im,
    Complex.ofReal_re, Complex.ofReal_im, Complex.I_re, Complex.I_im, Complex.zero_re,
    Complex.zero_im]
  linear_combination
    (-((v 0).re ^ 2 + (v 0).im ^ 2 + (v 1).re ^ 2 + (v 1).im ^ 2)) * energy_sq p m
```

## (g) Scaling by a real number

Show that $\|ru\|^2=r^2\|u\|^2$ for real $r$ and any spinor $u$.

Each component satisfies $|ru_i|^2=r^2|u_i|^2$, and summing over $i$ gives the claim.

```lean
lemma weight_smul (r : ℝ) (u : Fin 4 → ℂ) : weight ((r : ℂ) • u) = r ^ 2 * weight u := by
  simp only [weight, Pi.smul_apply, smul_eq_mul, Complex.normSq_mul, Complex.normSq_ofReal,
    Finset.mul_sum]
  exact Finset.sum_congr rfl fun i _ => by ring
```

## (h) The negative-energy weight and its strict bound

Let $m>0$, $\beta v=v$ and $\|v\|^2=1$. Show that $\|v_-\|^2=(E-m)/(2E)$ and that this is less than $1/2$.

Part (g) with $r=1/(2E)$ and part (f) give
$$\|v_-\|^2=\frac{2E(E-m)}{4E^2}=\frac{E-m}{2E}=\frac12-\frac{m}{2E}<\frac12.$$
The last step uses $m>0$ and $E>0$. The hypotheses `h` and `hv` are $\beta v=v$ and the normalisation. The value depends on the momentum only through $E$, and it is the same for every spin direction. The code proves the equality as `key`, then clears the positive denominator to get the inequality.

```lean
/-- For `m > 0`, every unit spinor with `β v = v` has a negative-energy part of squared norm
`(E - m)/(2E)`, and this is strictly less than `1/2`. -/
theorem negative_energy_admixture (p : Fin 3 → ℝ) {m : ℝ} (hm : 0 < m) {v : Fin 4 → ℂ}
    (h : beta *ᵥ v = v) (hv : weight v = 1) :
    weight (negPart p m v) = (energy p m - m) / (2 * energy p m) ∧
    weight (negPart p m v) < 1 / 2 := by
  have hE : 0 < energy p m := lt_of_lt_of_le hm (mass_le_energy p hm)
  have key : weight (negPart p m v) = (energy p m - m) / (2 * energy p m) := by
    rw [negPart, weight_smul, weight_energy_sub p m h, hv]
    field_simp <;> ring
  refine ⟨key, ?_⟩
  rw [key, div_lt_iff₀ (by positivity)]
  linarith
```

## (i) When the negative-energy part vanishes

Under the same hypotheses, show that $\|v_-\|^2=0$ exactly when $p=0$.

If $(E-m)/(2E)=0$, then $E=m$, because $E>0$. Part (a) now gives $p\cdot p=0$, and a sum of real squares vanishes only if each term does. Conversely, $p=0$ gives $E=\sqrt{m^2}=m$, so the weight is zero. The two branches after `constructor` are these two directions.

```lean
/-- For `m > 0`, the negative-energy part of a unit spinor with `β v = v` has zero norm
exactly when the momentum is zero. -/
theorem admixture_eq_zero_iff (p : Fin 3 → ℝ) {m : ℝ} (hm : 0 < m) {v : Fin 4 → ℂ}
    (h : beta *ᵥ v = v) (hv : weight v = 1) : weight (negPart p m v) = 0 ↔ p = 0 := by
  have hE : 0 < energy p m := lt_of_lt_of_le hm (mass_le_energy p hm)
  rw [(negative_energy_admixture p hm h hv).1]
  constructor
  · intro h0
    have hEm : energy p m = m := by
      rcases div_eq_zero_iff.1 h0 with h1 | h1 <;> linarith
    have hs := energy_sq p m
    rw [hEm] at hs
    have q0 := sq_nonneg (p 0)
    have q1 := sq_nonneg (p 1)
    have q2 := sq_nonneg (p 2)
    have z0 : p 0 = 0 := (pow_eq_zero_iff two_ne_zero).1 (by linarith)
    have z1 : p 1 = 0 := (pow_eq_zero_iff two_ne_zero).1 (by linarith)
    have z2 : p 2 = 0 := (pow_eq_zero_iff two_ne_zero).1 (by linarith)
    funext i
    fin_cases i
    exacts [z0, z1, z2]
  · intro hp
    have hEm : energy p m = m := by simp [energy, hp, Real.sqrt_sq hm.le]
    rw [hEm, sub_self, zero_div]
```

## (j) An estimate for small momentum

Under the same hypotheses, show that $\|v_-\|^2\le p\cdot p/(4m^2)$.

From $p\cdot p=E^2-m^2=(E-m)(E+m)$,
$$\frac{E-m}{2E}=\frac{p\cdot p}{2E(E+m)}\le\frac{p\cdot p}{4m^2},$$
since $E\ge m$ makes the denominator at least $4m^2$. The bound holds at every momentum, but it improves on the bound $1/2$ of part (h) only when $p\cdot p<2m^2$. The Lean proof cross-multiplies and compares the factors $4m^2$ and $2E(E+m)$ that multiply the nonnegative number $E-m$.

```lean
/-- For `m > 0`, the squared norm of the negative-energy part of a unit spinor with `β v = v`
is at most `p·p/(4m²)`. -/
theorem admixture_le (p : Fin 3 → ℝ) {m : ℝ} (hm : 0 < m) {v : Fin 4 → ℂ}
    (h : beta *ᵥ v = v) (hv : weight v = 1) :
    weight (negPart p m v) ≤ (p 0 ^ 2 + p 1 ^ 2 + p 2 ^ 2) / (4 * m ^ 2) := by
  have hmE := mass_le_energy p hm
  have hE : 0 < energy p m := lt_of_lt_of_le hm hmE
  have hp : p 0 ^ 2 + p 1 ^ 2 + p 2 ^ 2 = (energy p m - m) * (energy p m + m) := by
    linear_combination -energy_sq p m
  rw [(negative_energy_admixture p hm h hv).1, hp,
    div_le_div_iff₀ (by positivity) (by positivity), mul_assoc]
  -- compare the factors multiplying `E - m`
  exact mul_le_mul_of_nonneg_left (by nlinarith) (sub_nonneg.2 hmE)
```

## (k) No smaller constant than 1/2 works

Let $m>0$ and $c<1/2$. Find a momentum at which every unit spinor with $\beta v=v$ has $\|v_-\|^2>c$.

Take $p=(0,0,q)$ with $q=m/(1-2c)$, which is positive. Then $E=\sqrt{q^2+m^2}>q$, so $m/E<m/q=1-2c$, and
$$\|v_-\|^2=\frac12-\frac{m}{2E}>\frac12-\frac{1-2c}{2}=c.$$
In the statement the momentum is chosen before the spinor, so a single $p$ serves all of them. The fact `hlt` is $q<E$, and the remaining lines clear denominators. By part (h), the value $1/2$ itself is not reached at any momentum.

```lean
/-- For `m > 0` and any `c < 1/2` there is a momentum at which every unit spinor with
`β v = v` has a negative-energy part of squared norm greater than `c`. -/
theorem half_is_optimal {m c : ℝ} (hm : 0 < m) (hc : c < 1 / 2) :
    ∃ p : Fin 3 → ℝ, ∀ v : Fin 4 → ℂ, beta *ᵥ v = v → weight v = 1 →
      c < weight (negPart p m v) := by
  have hd : 0 < 1 - 2 * c := by linarith
  have hq : 0 < m / (1 - 2 * c) := div_pos hm hd
  refine ⟨![0, 0, m / (1 - 2 * c)], fun v h hv => ?_⟩
  rw [(negative_energy_admixture _ hm h hv).1]
  have hE := lt_of_lt_of_le hm (mass_le_energy ![0, 0, m / (1 - 2 * c)] hm)
  -- the energy exceeds the momentum `m / (1 - 2c)`
  have hlt : m / (1 - 2 * c) < energy ![0, 0, m / (1 - 2 * c)] m := by
    refine (Real.lt_sqrt hq.le).2 ?_
    simp
    positivity
  rw [div_lt_iff₀ hd] at hlt
  rw [lt_div_iff₀ (by positivity)]
  linarith

end

end DiracNegativeEnergyAdmixture
```

```lean
#print axioms DiracNegativeEnergyAdmixture.negative_energy_admixture
-- 'DiracNegativeEnergyAdmixture.negative_energy_admixture' depends on axioms: [propext, Classical.choice, Quot.sound]
#print axioms DiracNegativeEnergyAdmixture.admixture_eq_zero_iff
-- 'DiracNegativeEnergyAdmixture.admixture_eq_zero_iff' depends on axioms: [propext, Classical.choice, Quot.sound]
#print axioms DiracNegativeEnergyAdmixture.admixture_le
-- 'DiracNegativeEnergyAdmixture.admixture_le' depends on axioms: [propext, Classical.choice, Quot.sound]
#print axioms DiracNegativeEnergyAdmixture.half_is_optimal
-- 'DiracNegativeEnergyAdmixture.half_is_optimal' depends on axioms: [propext, Classical.choice, Quot.sound]
```
